# Eightfold permutational symmetry sorts the index quadruples of $N$ basis functions into $P(P+1)/2$ classes, where $P=N(N+1)/2$

A Hartree–Fock program that keeps all its two-electron integrals in memory can allocate the array before computing any of them, once it knows how many entries to store. For $N$ real basis functions $\varphi_i$ and an interaction $w(x,y)=w(y,x)$, the integrals are

$$(ij|kl)=\iint \varphi_i(x)\varphi_j(x)\,w(x,y)\,\varphi_k(y)\varphi_l(y)\,dx\,dy .$$

Swapping $i,j$, swapping $k,l$, or exchanging the two pairs leaves the value unchanged. One entry per symmetry class is therefore enough, and the number of classes is

$$M=\frac{P(P+1)}2,\qquad P=\frac{N(N+1)}2 .$$

Here $P$ counts index pairs; it is not the density matrix.

## Array length and addressing in a Fock build

For $N=100$, $P=5050$ and $M=12\,753\,775$, against $10^8$ quadruples. In double precision that is about 102 MB instead of 800 MB.

With indices from zero, a common address is built in two stages. For $i\ge j$ set $a=i(i+1)/2+j$, form $b$ from $k,l$ in the same way, and store the integral at $a(a+1)/2+b$ when $a\ge b$. A Fock build can then read each stored value once and add its contribution for every distinct quadruple in the class. A class has at most eight members, and fewer exactly when $i=j$, $k=l$ or $\{i,j\}=\{k,l\}$: $(ii|ii)$ is alone in its class. For $N\ge1$, $M$ therefore exceeds $N^4/8$.

## Counting unordered pairs twice

The bra swap $i\leftrightarrow j$ preserves the integral because real factors at the same point commute. The pair exchange preserves it after renaming $x\leftrightarrow y$ and using the symmetry of $w$. The ket swap $k\leftrightarrow l$ is an exchange, a bra swap and another exchange, so it preserves the integral too.

Label each quadruple by $\{\{i,j\},\{k,l\}\}$, an unordered pair of unordered pairs with repetition allowed. The three swaps preserve the label. Conversely, suppose $(ij|kl)$ and $(i'j'|k'l')$ have equal labels. Either $\{i,j\}=\{i',j'\}$ and $\{k,l\}=\{k',l'\}$, or the pairs match crosswise. Each of the two equalities can hold in two orders, which gives $2\cdot2\cdot2=8$ cases, and in each a product of swaps carries one quadruple to the other. Every label occurs, so classes correspond one to one to labels.

From $n$ objects there are $n$ pairs with equal members and $n(n-1)/2$ with different ones, together $n(n+1)/2$. Taking $n=N$ gives $P$ index pairs, and taking $n=P$ gives $M$ labels. Moreover,

$$8M=2P(2P+2)=N(N+1)(N^2+N+2).$$

Since the integral is constant on each class, the integrals take at most $M$ distinct values.

## The count and the integrals in Lean

```lean
import Mathlib

open MeasureTheory

namespace TwoElectronIntegralCount

noncomputable section

/-- The index quadruples `(ij|kl)` from `N` basis functions, stored as a bra pair and a ket pair. -/
abbrev Quad (N : ℕ) := (Fin N × Fin N) × (Fin N × Fin N)

/-- The swap `(ij|kl) → (ji|kl)` within the bra pair. -/
def swapBra (N : ℕ) : Equiv.Perm (Quad N) :=
  Equiv.prodCongr (Equiv.prodComm _ _) (Equiv.refl _)

/-- The swap `(ij|kl) → (ij|lk)` within the ket pair. -/
def swapKet (N : ℕ) : Equiv.Perm (Quad N) :=
  Equiv.prodCongr (Equiv.refl _) (Equiv.prodComm _ _)

/-- The exchange `(ij|kl) → (kl|ij)` of the two pairs. -/
def swapPairs (N : ℕ) : Equiv.Perm (Quad N) := Equiv.prodComm _ _

/-- The permutational symmetry group generated by the two swaps within pairs and the exchange
of the pairs. -/
def symmetryGroup (N : ℕ) : Subgroup (Equiv.Perm (Quad N)) :=
  Subgroup.closure {swapBra N, swapKet N, swapPairs N}

/-- The number `n(n+1)/2` of unordered pairs, repetition allowed, from `n` objects. -/
def pairCount (n : ℕ) : ℕ := n * (n + 1) / 2

/-- The label of `(ij|kl)`: the unordered pair of the unordered pairs `{i,j}` and `{k,l}`. -/
def label {N : ℕ} (q : Quad N) : Sym2 (Sym2 (Fin N)) :=
  s(s(q.1.1, q.1.2), s(q.2.1, q.2.2))

/-- The two-electron integral `(ij|kl)` of real orbitals `φ` with interaction `w`, for orbitals
and interaction whose integrand is integrable. -/
def eri {X : Type*} [MeasurableSpace X] (μ : Measure X) (w : X → X → ℝ) {N : ℕ}
    (φ : Fin N → X → ℝ) (q : Quad N) : ℝ :=
  ∫ z : X × X, φ q.1.1 z.1 * φ q.1.2 z.1 * w z.1 z.2 * (φ q.2.1 z.2 * φ q.2.2 z.2) ∂(μ.prod μ)

/-- A quantity unchanged by the bra swap and by the exchange of pairs is unchanged by the whole
symmetry group. -/
theorem invariant_of_generators {N : ℕ} {β : Type*} (T : Quad N → β)
    (hb : ∀ q, T (swapBra N q) = T q) (hp : ∀ q, T (swapPairs N q) = T q)
    (g : Equiv.Perm (Quad N)) (hg : g ∈ symmetryGroup N) : ∀ q, T (g q) = T q := by
  unfold symmetryGroup at hg
  induction hg using Subgroup.closure_induction with
  | mem x hx =>
    simp only [Set.mem_insert_iff, Set.mem_singleton_iff] at hx
    rcases hx with rfl | rfl | rfl
    · exact hb
    · -- the ket swap is the bra swap seen through the exchange of pairs
      intro q
      calc T (swapKet N q) = T (swapPairs N (swapKet N q)) := (hp _).symm
        _ = T (swapBra N (swapPairs N q)) := rfl
        _ = T (swapPairs N q) := hb _
        _ = T q := hp q
    · exact hp
  | one => exact fun _ => rfl
  | mul x y _ _ hx hy => exact fun q => (hx (y q)).trans (hy q)
  | inv x _ hx =>
    intro q
    have h := hx (x⁻¹ q)
    have e : x (x⁻¹ q) = q := x.apply_symm_apply q
    rw [e] at h
    exact h.symm

/-- Two quadruples have the same label exactly when a permutation in the symmetry group carries
one to the other. -/
theorem label_eq_iff {N : ℕ} (q r : Quad N) :
    label q = label r ↔ ∃ g ∈ symmetryGroup N, g q = r := by
  constructor
  · intro h
    have hb : swapBra N ∈ symmetryGroup N := Subgroup.subset_closure (by simp)
    have hk : swapKet N ∈ symmetryGroup N := Subgroup.subset_closure (by simp)
    have hp : swapPairs N ∈ symmetryGroup N := Subgroup.subset_closure (by simp)
    obtain ⟨⟨i, j⟩, ⟨k, l⟩⟩ := q
    obtain ⟨⟨i', j'⟩, ⟨k', l'⟩⟩ := r
    simp only [label, Sym2.eq_iff] at h
    -- in each of the eight ways in which the labels can agree, a product of swaps carries q to r
    rcases h with ⟨⟨rfl, rfl⟩ | ⟨rfl, rfl⟩, ⟨rfl, rfl⟩ | ⟨rfl, rfl⟩⟩ |
      ⟨⟨rfl, rfl⟩ | ⟨rfl, rfl⟩, ⟨rfl, rfl⟩ | ⟨rfl, rfl⟩⟩
    · exact ⟨1, one_mem _, rfl⟩
    · exact ⟨swapKet N, hk, rfl⟩
    · exact ⟨swapBra N, hb, rfl⟩
    · exact ⟨swapBra N * swapKet N, mul_mem hb hk, rfl⟩
    · exact ⟨swapPairs N, hp, rfl⟩
    · exact ⟨swapPairs N * swapKet N, mul_mem hp hk, rfl⟩
    · exact ⟨swapPairs N * swapBra N, mul_mem hp hb, rfl⟩
    · exact ⟨swapPairs N * (swapBra N * swapKet N), mul_mem hp (mul_mem hb hk), rfl⟩
  · rintro ⟨g, hg, rfl⟩
    refine (invariant_of_generators label (fun q => ?_) (fun q => ?_) g hg q).symm
    · have h : s(q.1.2, q.1.1) = s(q.1.1, q.1.2) := Sym2.eq_swap
      exact congrArg (fun p => s(p, s(q.2.1, q.2.2))) h
    · show s(s(q.2.1, q.2.2), s(q.1.1, q.1.2)) = s(s(q.1.1, q.1.2), s(q.2.1, q.2.2))
      exact Sym2.eq_swap

/-- Every unordered pair of unordered index pairs is the label of some quadruple. -/
theorem label_surjective (N : ℕ) : Function.Surjective (label (N := N)) := by
  intro z
  induction z using Sym2.ind with
  | _ p q =>
    induction p using Sym2.ind with
    | _ i j =>
      induction q using Sym2.ind with
      | _ k l => exact ⟨((i, j), (k, l)), rfl⟩

/-- The symmetry group has exactly `P(P+1)/2` orbits on the index quadruples from `N` basis
functions, where `P = N(N+1)/2`. -/
theorem card_orbits (N : ℕ) :
    Nat.card (MulAction.orbitRel.Quotient (symmetryGroup N) (Quad N)) =
      pairCount (pairCount N) := by
  -- the label is a one-to-one name for the orbits
  let f : MulAction.orbitRel.Quotient (symmetryGroup N) (Quad N) → Sym2 (Sym2 (Fin N)) :=
    Quotient.lift (s := MulAction.orbitRel (symmetryGroup N) (Quad N)) label (by
      intro a b h
      have h' : a ∈ MulAction.orbit (symmetryGroup N) b := h
      obtain ⟨g, hg⟩ := h'
      exact ((label_eq_iff b a).2 ⟨g.1, g.2, hg⟩).symm)
  have hf : Function.Bijective f := by
    constructor
    · rintro ⟨a⟩ ⟨b⟩ h
      have h' : label a = label b := h
      obtain ⟨g, hg, e⟩ := (label_eq_iff b a).1 h'.symm
      have hab : a ∈ MulAction.orbit (symmetryGroup N) b := ⟨⟨g, hg⟩, e⟩
      exact Quotient.sound (s := MulAction.orbitRel (symmetryGroup N) (Quad N)) hab
    · intro z
      obtain ⟨q, hq⟩ := label_surjective N z
      exact ⟨Quotient.mk (MulAction.orbitRel (symmetryGroup N) (Quad N)) q, hq⟩
  have hc : ∀ n : ℕ, (n + 1).choose 2 = pairCount n := by
    intro n
    rw [Nat.choose_two_right, Nat.add_sub_cancel, Nat.mul_comm, pairCount]
  -- count unordered pairs twice
  rw [Nat.card_congr (Equiv.ofBijective f hf), Nat.card_eq_fintype_card, Sym2.card, Sym2.card,
    Fintype.card_fin, hc, hc]

/-- Eight times the number of orbits is the quartic polynomial `N(N+1)(N²+N+2)`. -/
theorem eight_mul_card_orbits (N : ℕ) :
    8 * Nat.card (MulAction.orbitRel.Quotient (symmetryGroup N) (Quad N)) =
      N * (N + 1) * (N ^ 2 + N + 2) := by
  have h2 : ∀ n : ℕ, 2 * pairCount n = n * (n + 1) := fun n =>
    Nat.mul_div_cancel' (Nat.even_mul_succ_self n).two_dvd
  rw [card_orbits]
  calc 8 * pairCount (pairCount N) = 4 * (2 * pairCount (pairCount N)) := by ring
    _ = (2 * pairCount N) * (2 * pairCount N + 2) := by rw [h2 (pairCount N)]; ring
    _ = N * (N + 1) * (N ^ 2 + N + 2) := by rw [h2 N]; ring

/-- For an interaction symmetric in the two electrons, the two-electron integrals of real orbitals
over an s-finite measure are unchanged by every permutation in the symmetry group. -/
theorem eri_invariant {X : Type*} [MeasurableSpace X] (μ : Measure X) [SFinite μ]
    (w : X → X → ℝ) (hw : ∀ x y, w x y = w y x) {N : ℕ} (φ : Fin N → X → ℝ)
    (g : Equiv.Perm (Quad N)) (hg : g ∈ symmetryGroup N) (q : Quad N) :
    eri μ w φ (g q) = eri μ w φ q := by
  refine invariant_of_generators (eri μ w φ) (fun q => ?_) (fun q => ?_) g hg q
  · -- real orbitals at the same point commute
    refine integral_congr_ae (Filter.Eventually.of_forall fun z => ?_)
    show φ q.1.2 z.1 * φ q.1.1 z.1 * w z.1 z.2 * (φ q.2.1 z.2 * φ q.2.2 z.2) =
      φ q.1.1 z.1 * φ q.1.2 z.1 * w z.1 z.2 * (φ q.2.1 z.2 * φ q.2.2 z.2)
    ring
  · -- rename the two electrons
    have h := integral_prod_swap (μ := μ) (ν := μ) (fun z : X × X =>
      φ q.1.1 z.1 * φ q.1.2 z.1 * w z.1 z.2 * (φ q.2.1 z.2 * φ q.2.2 z.2))
    refine Eq.trans ?_ h
    refine integral_congr_ae (Filter.Eventually.of_forall fun z => ?_)
    show φ q.2.1 z.1 * φ q.2.2 z.1 * w z.1 z.2 * (φ q.1.1 z.2 * φ q.1.2 z.2) =
      φ q.1.1 z.2 * φ q.1.2 z.2 * w z.2 z.1 * (φ q.2.1 z.1 * φ q.2.2 z.1)
    rw [hw z.1 z.2]
    ring

/-- For an interaction symmetric in the two electrons, the two-electron integrals of `N` real
orbitals over an s-finite measure take at most `P(P+1)/2` distinct values, where `P = N(N+1)/2`. -/
theorem distinct_eri_le {X : Type*} [MeasurableSpace X] (μ : Measure X) [SFinite μ]
    (w : X → X → ℝ) (hw : ∀ x y, w x y = w y x) {N : ℕ} (φ : Fin N → X → ℝ) :
    (Set.range (eri μ w φ)).ncard ≤ pairCount (pairCount N) := by
  let S := MulAction.orbitRel (symmetryGroup N) (Quad N)
  have : Finite (Quotient S) := Quotient.finite _
  -- one representative per orbit already yields every value
  have hsub : Set.range (eri μ w φ) ⊆
      (fun o : Quotient S => eri μ w φ o.out) '' Set.univ := by
    rintro _ ⟨q, rfl⟩
    have h : (Quotient.mk S q).out ∈ MulAction.orbit (symmetryGroup N) q :=
      Quotient.mk_out (s := S) q
    obtain ⟨g, hg⟩ := h
    have hg' : g.1 q = (Quotient.mk S q).out := hg
    refine ⟨Quotient.mk S q, Set.mem_univ _, ?_⟩
    show eri μ w φ (Quotient.mk S q).out = eri μ w φ q
    rw [← hg']
    exact eri_invariant μ w hw φ g.1 g.2 q
  calc (Set.range (eri μ w φ)).ncard
      ≤ ((fun o : Quotient S => eri μ w φ o.out) '' Set.univ).ncard :=
        Set.ncard_le_ncard hsub (Set.toFinite _)
    _ ≤ (Set.univ : Set (Quotient S)).ncard := Set.ncard_image_le (Set.toFinite _)
    _ = Nat.card (Quotient S) := Set.ncard_univ _
    _ = pairCount (pairCount N) := card_orbits N

end

end TwoElectronIntegralCount
```

```lean
#print axioms TwoElectronIntegralCount.card_orbits
#print axioms TwoElectronIntegralCount.eight_mul_card_orbits
#print axioms TwoElectronIntegralCount.distinct_eri_le
```

```
'TwoElectronIntegralCount.card_orbits' depends on axioms: [propext, Classical.choice, Quot.sound]
'TwoElectronIntegralCount.eight_mul_card_orbits' depends on axioms: [propext, Classical.choice, Quot.sound]
'TwoElectronIntegralCount.distinct_eri_le' depends on axioms: [propext, Classical.choice, Quot.sound]
```

## What the theorems say about stored integrals

`Quad N` holds a bra pair and a ket pair of indices from `Fin N`, numbered from zero. `symmetryGroup N` is the group generated by the three swaps, and `card_orbits` states that its orbits, the classes above, number `pairCount (pairCount N)`. This holds for every $N$, including zero.

In the proof, `invariant_of_generators` extends invariance from two generators to the whole group by induction on how an element is built. It serves both the label and the integral. The `rcases` in `label_eq_iff` produces the eight cases, and `label_surjective` supplies a quadruple for each label. `card_orbits` turns the label into a bijection `f` from orbits to `Sym2 (Sym2 (Fin N))` and applies `Sym2.card` twice. `eight_mul_card_orbits` is the quartic form.

For the integrals, `eri_invariant` uses `ring` for the bra swap and `integral_prod_swap` for renaming the electrons. `distinct_eri_le` then picks one representative per orbit. It gives an upper bound: molecular symmetry or accidental equality can lower the number of distinct values.

The hypothesis `hw` is the symmetry of the interaction, which the Coulomb repulsion has because it depends only on distance. `SFinite μ` is a condition on the measure that ordinary volume satisfies. To apply the result to a molecule, one must still know that the integrals converge, since Lean assigns the value zero to a non-integrable integrand. Orbitals are real throughout. For complex ones the integral is defined with complex conjugates on $\varphi_i$ and $\varphi_k$, and the bra swap then generally changes its value.

The count could also have been stated for the canonical quadruples with $i\ge j$, $k\ge l$ and $a\ge b$. That would mirror the program's loops and need no group, but a separate theorem would have to show that each symmetry class contains exactly one canonical quadruple.
